# Logarithmic derivative of det S(k) as 2i times the derivative of the total eigenphase, for S(k) = (k − iA)⁻¹(k + iA) with A Hermitian

The theorem `hasDerivAt_det` concerns a scattering matrix with finitely many channels, S(k) = (k − iA)⁻¹(k + iA), where A is a Hermitian matrix that does not depend on k, and k > 0. It states that det S has derivative 2iδ′(k) det S(k) at k, where δ′(k) is the sum of −a/(k² + a²) over the eigenvalues a of A. This δ′ is the derivative of the total phase δ(k), the sum of the eigenphases arctan(a/k). The proof differentiates δ, applies the chain rule to exp(2iδ), and carries the result over to det S by the identity det S = exp(2iδ), which holds at every positive k and so throughout a neighbourhood of the given one.

The first attempt, which Lean rejects:

```lean
import Mathlib

open Matrix MeasureTheory Set Filter
open Complex (I)

namespace HasDerivAtDet

noncomputable section

variable {n : Type*} [Fintype n] [DecidableEq n]

/-- The scattering matrix `S(k) = (k - iA)⁻¹ (k + iA)`, for Hermitian `A` and `k > 0`. -/
def scatteringMatrix (A : Matrix n n ℂ) (k : ℝ) : Matrix n n ℂ :=
  ((k : ℂ) • (1 : Matrix n n ℂ) - I • A)⁻¹ * ((k : ℂ) • (1 : Matrix n n ℂ) + I • A)

/-- The sum of the eigenphases `arctan (a / k)` over the eigenvalues `a` of `A`, for `k > 0`. -/
def totalPhase {A : Matrix n n ℂ} (hA : A.IsHermitian) (k : ℝ) : ℝ :=
  ∑ j, Real.arctan (hA.eigenvalues j / k)

/-- For Hermitian `A`, the determinant of `z + cA` is the product of `z + ca` over the
eigenvalues `a` of `A`. -/
theorem det_pencil {A : Matrix n n ℂ} (hA : A.IsHermitian) (z c : ℂ) :
    (z • (1 : Matrix n n ℂ) + c • A).det = ∏ j, (z + c * (hA.eigenvalues j : ℂ)) := by
  rcases eq_or_ne c 0 with rfl | hc
  · simp
  · -- evaluate the characteristic polynomial at `-z / c`
    have h : (Matrix.scalar n (-z / c) - A).det
        = ∏ j, (-z / c - (hA.eigenvalues j : ℂ)) := by
      rw [← Matrix.eval_charpoly, hA.charpoly_eq, Polynomial.eval_prod]
      refine Finset.prod_congr rfl fun j _ => ?_
      exact (Polynomial.eval_sub ..).trans
        (congrArg₂ (· - ·) Polynomial.eval_X Polynomial.eval_C)
    have e : z • (1 : Matrix n n ℂ) + c • A = (-c) • (Matrix.scalar n (-z / c) - A) := by
      rw [Matrix.scalar_apply, ← Matrix.smul_one_eq_diagonal, smul_sub, smul_smul,
        show -c * (-z / c) = z by field_simp, neg_smul, sub_neg_eq_add]
    rw [e, Matrix.det_smul, h, ← Finset.card_univ, ← Finset.prod_const,
      ← Finset.prod_mul_distrib]
    refine Finset.prod_congr rfl fun j _ => ?_
    rw [mul_sub, show -c * (-z / c) = z by field_simp]
    ring

/-- For Hermitian `A` and `k > 0`, `det S(k) = exp(2iδ(k))` with `δ` the sum of the
eigenphases. -/
theorem det_scatteringMatrix {A : Matrix n n ℂ} (hA : A.IsHermitian) {k : ℝ} (hk : 0 < k) :
    (scatteringMatrix A k).det = Complex.exp (2 * I * totalPhase hA k) := by
  -- one channel: `(k + ia) / (k - ia) = exp(2i arctan(a / k))`
  have channel : ∀ a : ℝ, ((k : ℂ) + I * a) / ((k : ℂ) + -I * a)
      = Complex.exp (2 * I * (Real.arctan (a / k) : ℝ)) := by
    intro a
    have hc : Real.cos (Real.arctan (a / k)) ≠ 0 := (Real.cos_arctan_pos _).ne'
    have hs := Real.tan_arctan (a / k)
    rw [Real.tan_eq_sin_div_cos, div_eq_div_iff hc hk.ne'] at hs
    have hq := Real.cos_sq_add_sin_sq (Real.arctan (a / k))
    have hd : (k : ℂ) + -I * a ≠ 0 := fun h =>
      hk.ne' (by simpa using congrArg Complex.re h)
    rw [div_eq_iff hd, show 2 * I * ((Real.arctan (a / k) : ℝ) : ℂ)
      = (Real.arctan (a / k) : ℝ) * I + (Real.arctan (a / k) : ℝ) * I by ring,
      Complex.exp_add, Complex.exp_mul_I, ← Complex.ofReal_cos, ← Complex.ofReal_sin]
    generalize Real.cos (Real.arctan (a / k)) = c at hc hs hq ⊢
    generalize Real.sin (Real.arctan (a / k)) = s at hs hq ⊢
    have hP : (s : ℂ) * k = a * c := by exact_mod_cast hs
    have hQ : (c : ℂ) ^ 2 + (s : ℂ) ^ 2 = 1 := by exact_mod_cast hq
    apply mul_left_cancel₀ (Complex.ofReal_ne_zero.mpr hc)
    linear_combination (-I - (c + s * I) ^ 2 * I) * hP - k * (c + s * I) * hQ
      + k * (c + s * I) * s ^ 2 * Complex.I_sq
  rw [scatteringMatrix, Matrix.det_mul, Matrix.det_nonsing_inv, Ring.inverse_eq_inv',
    sub_eq_add_neg, ← neg_smul, det_pencil hA, det_pencil hA, mul_comm, ← div_eq_mul_inv,
    ← Finset.prod_div_distrib, Finset.prod_congr rfl fun j _ => channel (hA.eigenvalues j),
    ← Complex.exp_sum, ← Finset.mul_sum, totalPhase, Complex.ofReal_sum]

/-- For Hermitian `A` and `k > 0`, `(det S)' = 2iδ' det S`, where `δ'` is the sum of
`-a / (k² + a²)` over the eigenvalues `a` of `A`. -/
theorem hasDerivAt_det {A : Matrix n n ℂ} (hA : A.IsHermitian) {k : ℝ} (hk : 0 < k) :
    HasDerivAt (fun q : ℝ => (scatteringMatrix A q).det)
      (2 * I * ((∑ j, -hA.eigenvalues j / (k ^ 2 + hA.eigenvalues j ^ 2) : ℝ) : ℂ)
        * (scatteringMatrix A k).det) k := by
  have hφ : HasDerivAt (totalPhase hA)
      (∑ j, -hA.eigenvalues j / (k ^ 2 + hA.eigenvalues j ^ 2)) k := by
    refine HasDerivAt.fun_sum fun j _ => ?_
    generalize hA.eigenvalues j = a
    refine ((hasDerivAt_const k a).fun_div (hasDerivAt_id' k) hk.ne').arctan.congr_deriv ?_
    have h : k ^ 2 + a ^ 2 ≠ 0 := by positivity
    have e : 1 + (a / k) ^ 2 = (k ^ 2 + a ^ 2) / k ^ 2 := by
      rw [div_pow, add_div, div_self (pow_ne_zero 2 hk.ne')]
    rw [e, zero_mul, zero_sub, mul_one]
    field_simp
  have he := (hφ.ofReal_comp.const_mul (2 * I)).cexp
  rw [← det_scatteringMatrix hA hk, mul_comm] at he
  refine he.congr_of_eventuallyEq ?_
  filter_upwards [Ioi_mem_nhds hk] with q hq
  exact det_scatteringMatrix hA hq

end

end HasDerivAtDet
```

The compiler's answer:

```
Main.lean:89:2: error: Type mismatch
  HasDerivAt.congr_of_eventuallyEq he ?m.448
has type
  HasDerivAt ?m.445 ((scatteringMatrix A k).det * (I * 2 * ↑(∑ j, -hA.eigenvalues j / (k ^ 2 + hA.eigenvalues j ^ 2))))
    k
but is expected to have type
  HasDerivAt (fun q => (scatteringMatrix A q).det)
    (2 * I * ↑(∑ j, -hA.eigenvalues j / (k ^ 2 + hA.eigenvalues j ^ 2)) * (scatteringMatrix A k).det) k
```

What went wrong. The error says that the derivative in `he` does not have the form the goal asks for. The goal has `2 * I * ↑(∑ …)` times the determinant, while `he` still has the determinant first, and its `2 * I` has become `I * 2`.

The culprit is the bare `mul_comm` in the `rw`. It was meant to swap the two factors of the derivative, but `rw` fixes the pattern `?a * ?b` at the first product it can match, then rewrites only instances of that product. Here it settled on `2 * I`, which occurs in the function being differentiated, ahead of the derivative. The larger product around it there contains the function's bound variable, so `rw` could not take that one.

The repair drops `mul_comm` from the `rw` and uses `he.congr_deriv (mul_comm _ _)` instead. `congr_deriv` replaces the derivative by an equal value and leaves the function alone, so `mul_comm` now applies to the derivative as a whole and swaps the determinant with the other factor, as the goal requires.

This version goes through:

```diff
@@ -86,5 +86,6 @@
     field_simp
   have he := (hφ.ofReal_comp.const_mul (2 * I)).cexp
-  rw [← det_scatteringMatrix hA hk, mul_comm] at he
+  rw [← det_scatteringMatrix hA hk] at he
+  replace he := he.congr_deriv (mul_comm _ _)
   refine he.congr_of_eventuallyEq ?_
   filter_upwards [Ioi_mem_nhds hk] with q hq
```
